# Exponentially bounded response in contractive implicit message passing

## When self-consistent features fail

A machine-learned potential can let its atoms exchange features with their neighbours until nothing changes any more. Such a self-consistent state need not exist. One atom that feeds back on itself with weight 1, without a nonlinearity, has to satisfy $h = h + b$. This has no solution for $b \neq 0$ and infinitely many for $b = 0$.

Locality can fail too. In a chain with $h_0 = b_0$ and $h_i = h_{i-1} + b_i$, a change of $b_0$ reaches every later site undamped, although each site listens only to its neighbour.

Both failures disappear if the absolute weights entering each atom sum to at most some $c < 1$ and any nonlinearity never enlarges the difference between two inputs. When two sets of features are updated with the same biases, the largest difference between them is then multiplied by at most $c$ in every round of message passing.

## The equation and the bounds

Atom $i$ carries one real feature $h_i$ and a constant input $b_i$, its bias. The weight $W_{ik}$ multiplies what $i$ receives from $k$, and $\sigma$ is the activation function. The self-consistent features solve

$$h_i = \sigma\Big(\sum_k W_{ik}h_k + b_i\Big).$$

Assume $|\sigma(x)-\sigma(y)| \le |x-y|$, as for tanh or ReLU, and $\sum_k |W_{ik}| \le c$ for every $i$, with $0 \le c < 1$. Then there is exactly one solution. Write $A_{ik} = |W_{ik}|$, so that $(A^m)_{ij}$ is the total weight of all walks of $m$ couplings from $j$ to $i$. If $b_j$ changes by $\delta$ and $(A^m)_{ij} = 0$ for all $m < n$, the new solution $h'$ satisfies

$$|h'_i - h_i| \le \frac{c^n|\delta|}{1-c}.$$

For implicit potentials with fixed couplings and scalar features, this bounds the error in the feature $h_i$ made by ignoring a change in a distant atom's bias.

## Derivation

**One inequality.** Let $h$ and $h'$ solve the equation with biases $b$ and $b'$. The Lipschitz condition and the triangle inequality give

$$|h'_i-h_i| \le \sum_k A_{ik}|h'_k-h_k| + |b'_i-b_i|. \tag{1}$$

**Existence and uniqueness.** The same estimate, applied to one update of arbitrary features $u$ and $v$ with equal biases, bounds the difference of the outputs at $i$ by $\sum_k A_{ik}|u_k-v_k| \le c\max_k|u_k-v_k|$. The update is a contraction in the maximum norm, and Banach's fixed-point theorem gives exactly one solution.

**Global response.** Let $D = \max_k|h'_k-h_k|$ and $B = \max_k|b'_k-b_k|$. Then (1) gives $D \le cD + B$, hence $D \le B/(1-c)$.

**Walk expansion.** Now change only $b_j$, by $\delta$. The last term of (1) is $(A^0)_{ij}|\delta|$, since $A^0$ is the identity matrix. For every $n$ and $i$,

$$|h'_i-h_i| \le \sum_{m<n}(A^m)_{ij}|\delta| + \frac{c^n|\delta|}{1-c}. \tag{2}$$

For $n=0$ this is the global bound. Given (2) for $n$ at all atoms, insert it into the right-hand side of (1). Since $\sum_k A_{ik}(A^m)_{kj} = (A^{m+1})_{ij}$, every walk grows by one step. The remainder gains a factor of at most $c$, and the bias term supplies the missing $m=0$ contribution. This is (2) for $n+1$. If the walks shorter than $n$ have zero weight, only the remainder is left.

**Spatial cutoff.** Suppose that atoms farther apart than $r \ge 0$ are uncoupled. By the triangle inequality, $m$ couplings span at most $mr$. If $i$ and $j$ are more than $nr$ apart, all walks with $m \le n$ vanish, and the bound becomes $c^{n+1}|\delta|/(1-c)$.

**Sharpness.** Take $\sigma(x)=x$ and sites $0,\dots,N$ with $h_0 = ch_0+b_0$ and $h_i = ch_{i-1}+b_i$ for $i \ge 1$. Changing $b_0$ by $\delta$ changes $h_0$ by $\delta/(1-c)$, and each further site multiplies the change by $c$. Site $N$ therefore responds by $c^N\delta/(1-c)$, whose absolute value is the bound with $n=N$.

## Reading the Lean statements

The atoms form a finite type `ι`, and features and biases are functions `ι → ℝ`. `messageStep` is one update, and `IsEquilibrium` says that an update changes nothing; the word has no thermodynamic or mechanical meaning here. `strength W` is the matrix $A$, and `b + Pi.single j δ` is the bias with only entry $j$ changed. On these functions, `dist` is the maximum-norm distance.

In `response_le`, the two equilibria are given as hypotheses `eh` and `eh'`; `existsUnique_equilibrium` supplies them. The hypothesis `hfar` includes $m=0$ whenever $n \ge 1$, and so forces $i \neq j$. For $n=0$ it demands nothing, and the bound is $|\delta|/(1-c)$.

The positions `x` in the cutoff theorem may lie in any pseudometric space, which includes a periodic box with minimum-image distances.

The matrix `W` is the same before and after the perturbation. In a real potential, moving an atom also changes the couplings, and passing from a bias change to a displacement needs a further estimate. The bound on the row sums is likewise assumed; a trained model has to be built or checked to satisfy it.

## A graph distance in place of matrix powers

The separation of $i$ and $j$ could have been stated as a distance in the directed graph of nonzero couplings. Because $A$ has no negative entries, $(A^m)_{ij}=0$ means exactly that no walk of $m$ couplings leads from $j$ to $i$, so the main bound would have the same content. The hypothesis would look more like a neighbour list, but (2) would still need the matrix for its walk weights.

## The file and its proof

```lean
import Mathlib

open Matrix

namespace ImplicitMessagePassing

/-- One round of message passing: atom `i` collects the features `h` with weights `W`, adds its
bias `b i` and applies the activation `σ`. -/
def messageStep {ι : Type*} [Fintype ι] (σ : ℝ → ℝ) (W : Matrix ι ι ℝ) (b h : ι → ℝ) : ι → ℝ :=
  fun i => σ ((W *ᵥ h) i + b i)

/-- The features `h` are an equilibrium if a round of message passing leaves them unchanged. -/
def IsEquilibrium {ι : Type*} [Fintype ι] (σ : ℝ → ℝ) (W : Matrix ι ι ℝ) (b h : ι → ℝ) : Prop :=
  messageStep σ W b h = h

/-- The matrix of absolute values of the couplings. -/
def strength {ι : Type*} (W : Matrix ι ι ℝ) : Matrix ι ι ℝ := fun i k => |W i k|

variable {ι : Type*} [Fintype ι] {σ : ℝ → ℝ} {W : Matrix ι ι ℝ} {c : ℝ}

/-- For a 1-Lipschitz activation, the outputs of one round differ at atom `i` by at most the sum of
the absolute differences of the incoming features, weighted with `|W i k|`, plus the absolute
difference of the biases at `i`. -/
theorem step_sub_le (hσ : ∀ x y, |σ x - σ y| ≤ |x - y|) (W : Matrix ι ι ℝ)
    (b b' u v : ι → ℝ) (i : ι) :
    |messageStep σ W b' u i - messageStep σ W b v i|
      ≤ ∑ k, |W i k| * |u k - v k| + |b' i - b i| := by
  have e : ((W *ᵥ u) i + b' i) - ((W *ᵥ v) i + b i)
      = ∑ k, W i k * (u k - v k) + (b' i - b i) := by
    simp only [Matrix.mulVec, dotProduct, mul_sub, Finset.sum_sub_distrib]
    ring
  have h1 : |messageStep σ W b' u i - messageStep σ W b v i|
      ≤ |((W *ᵥ u) i + b' i) - ((W *ᵥ v) i + b i)| := hσ _ _
  rw [e] at h1
  have h2 := abs_add_le (∑ k, W i k * (u k - v k)) (b' i - b i)
  have h3 : |∑ k, W i k * (u k - v k)| ≤ ∑ k, |W i k| * |u k - v k| :=
    (Finset.abs_sum_le_sum_abs _ _).trans_eq (Finset.sum_congr rfl fun k _ => abs_mul _ _)
  linarith

/-- If the absolute couplings into atom `i` sum to at most `c`, then the weighted sum of
quantities bounded by `D ≥ 0` is at most `c * D`. -/
theorem row_le {i : ι} (hW : ∑ k, |W i k| ≤ c) {D : ℝ} (hD : 0 ≤ D) {u : ι → ℝ}
    (hu : ∀ k, u k ≤ D) : ∑ k, |W i k| * u k ≤ c * D :=
  calc ∑ k, |W i k| * u k ≤ ∑ k, |W i k| * D :=
        Finset.sum_le_sum fun k _ => mul_le_mul_of_nonneg_left (hu k) (abs_nonneg _)
    _ = (∑ k, |W i k|) * D := (Finset.sum_mul _ _ _).symm
    _ ≤ c * D := mul_le_mul_of_nonneg_right hW hD

/-- For a 1-Lipschitz activation and absolute row sums at most `c`, with `0 ≤ c < 1`, implicit
message passing has exactly one equilibrium. -/
theorem existsUnique_equilibrium (hσ : ∀ x y, |σ x - σ y| ≤ |x - y|) (hc0 : 0 ≤ c) (hc1 : c < 1)
    (hW : ∀ i, ∑ k, |W i k| ≤ c) (b : ι → ℝ) : ∃! h, IsEquilibrium σ W b h := by
  obtain ⟨K, rfl⟩ : ∃ K : NNReal, (K : ℝ) = c := ⟨⟨c, hc0⟩, rfl⟩
  -- the update contracts distances in the maximum norm
  have hK : ContractingWith K (messageStep σ W b) := by
    refine ⟨by exact_mod_cast hc1, LipschitzWith.of_dist_le_mul fun u v =>
      (dist_pi_le_iff (by positivity)).2 fun i => ?_⟩
    have h1 := step_sub_le hσ W b b u v i
    have h2 := row_le (hW i) dist_nonneg (fun k => dist_le_pi_dist u v k)
    simp only [Real.dist_eq] at h2 ⊢
    rw [sub_self, abs_zero, add_zero] at h1
    exact h1.trans h2
  exact ⟨ContractingWith.fixedPoint _ hK, hK.fixedPoint_isFixedPt,
    fun h hh => hK.fixedPoint_unique hh⟩

/-- For a 1-Lipschitz activation and absolute row sums at most `c`, with `0 ≤ c < 1`, the largest
change of an equilibrium feature is at most the largest change of a bias divided by `1 - c`. -/
theorem equilibrium_dist_le (hσ : ∀ x y, |σ x - σ y| ≤ |x - y|) (hc0 : 0 ≤ c) (hc1 : c < 1)
    (hW : ∀ i, ∑ k, |W i k| ≤ c) {b b' h h' : ι → ℝ}
    (eh : IsEquilibrium σ W b h) (eh' : IsEquilibrium σ W b' h') :
    dist h' h ≤ dist b' b / (1 - c) := by
  have key : dist h' h ≤ c * dist h' h + dist b' b := by
    refine (dist_pi_le_iff (by positivity)).2 fun i => ?_
    have h1 := step_sub_le hσ W b b' h' h i
    rw [show messageStep σ W b' h' = h' from eh', show messageStep σ W b h = h from eh] at h1
    have h2 := row_le (hW i) dist_nonneg (fun k => dist_le_pi_dist h' h k)
    have h3 := dist_le_pi_dist b' b i
    simp only [Real.dist_eq] at h2 h3 ⊢
    linarith
  rw [le_div_iff₀ (by linarith)]
  linarith

variable [DecidableEq ι]

/-- Walk expansion: for a 1-Lipschitz activation and absolute row sums at most `c`, `0 ≤ c < 1`, the
response of atom `i` to a bias change `δ` at atom `j` is at most `|δ|` times the weight of all walks
from `j` to `i` shorter than `n`, plus the remainder `c ^ n * (|δ| / (1 - c))`. -/
theorem response_le_walks (hσ : ∀ x y, |σ x - σ y| ≤ |x - y|) (hc0 : 0 ≤ c) (hc1 : c < 1)
    (hW : ∀ i, ∑ k, |W i k| ≤ c) {b h h' : ι → ℝ} {j : ι} {δ : ℝ}
    (eh : IsEquilibrium σ W b h) (eh' : IsEquilibrium σ W (b + Pi.single j δ) h')
    (n : ℕ) (i : ι) :
    |h' i - h i| ≤ ∑ m ∈ Finset.range n, (strength W ^ m) i j * |δ|
      + c ^ n * (|δ| / (1 - c)) := by
  have hpos : 0 < 1 - c := by linarith
  have hs : ∀ i, |(b + Pi.single j δ : ι → ℝ) i - b i| = (strength W ^ 0) i j * |δ| := by
    intro i
    by_cases hij : i = j
    · subst hij
      simp
    · simp [hij]
  induction n generalizing i with
  | zero =>
    have hb : dist (b + Pi.single j δ) b ≤ |δ| := by
      refine (dist_pi_le_iff (abs_nonneg δ)).2 fun k => ?_
      rw [Real.dist_eq, hs k, pow_zero, Matrix.one_apply]
      split_ifs <;> simp
    have h1 := equilibrium_dist_le hσ hc0 hc1 hW eh eh'
    have h2 := dist_le_pi_dist h' h i
    have h3 := div_le_div_of_nonneg_right hb hpos.le
    rw [Real.dist_eq] at h2
    rw [Finset.sum_range_zero, pow_zero, one_mul, zero_add]
    linarith
  | succ n ih =>
    -- insert the bound for the neighbours into the inequality for atom `i`
    have h1 := step_sub_le hσ W b (b + Pi.single j δ) h' h i
    rw [show messageStep σ W (b + Pi.single j δ) h' = h' from eh',
      show messageStep σ W b h = h from eh, hs i] at h1
    have h2 := Finset.sum_le_sum fun k (_ : k ∈ Finset.univ) =>
      mul_le_mul_of_nonneg_left (ih k) (abs_nonneg (W i k))
    have h3 : ∑ k, |W i k| * (c ^ n * (|δ| / (1 - c))) ≤ c * (c ^ n * (|δ| / (1 - c))) :=
      row_le (hW i) (by positivity) (fun _ => le_rfl)
    -- one more coupling lengthens every walk by one step
    have h4 : ∑ k, |W i k| * ∑ m ∈ Finset.range n, (strength W ^ m) k j * |δ|
        = ∑ m ∈ Finset.range n, (strength W ^ (m + 1)) i j * |δ| := by
      simp only [pow_succ', Matrix.mul_apply, Finset.sum_mul, Finset.mul_sum]
      rw [Finset.sum_comm]
      exact Finset.sum_congr rfl fun m _ => Finset.sum_congr rfl fun k _ =>
        (mul_assoc _ _ _).symm
    simp only [mul_add, Finset.sum_add_distrib] at h2
    rw [h4] at h2
    rw [Finset.sum_range_succ', pow_succ' c n]
    linarith

/-- Locality of implicit message passing: for a 1-Lipschitz activation and absolute row sums at most
`c`, `0 ≤ c < 1`, a bias change `δ` at atom `j` moves the equilibrium feature of atom `i` by at most
`c ^ n * |δ| / (1 - c)` if no walk of fewer than `n` couplings leads from `j` to `i`. -/
theorem response_le (hσ : ∀ x y, |σ x - σ y| ≤ |x - y|) (hc0 : 0 ≤ c) (hc1 : c < 1)
    (hW : ∀ i, ∑ k, |W i k| ≤ c) {b h h' : ι → ℝ} {i j : ι} {δ : ℝ}
    (eh : IsEquilibrium σ W b h) (eh' : IsEquilibrium σ W (b + Pi.single j δ) h')
    {n : ℕ} (hfar : ∀ m < n, (strength W ^ m) i j = 0) :
    |h' i - h i| ≤ c ^ n * |δ| / (1 - c) := by
  have key := response_le_walks hσ hc0 hc1 hW eh eh' n i
  rw [Finset.sum_eq_zero fun m hm => by rw [hfar m (Finset.mem_range.1 hm), zero_mul],
    zero_add] at key
  rwa [mul_div_assoc]

/-- If atoms farther apart than `r` are not coupled, no walk of `m` couplings joins two atoms
whose distance exceeds `m * r`. -/
theorem walk_eq_zero {X : Type*} [PseudoMetricSpace X] {x : ι → X} {r : ℝ}
    (hcut : ∀ i k, r < dist (x i) (x k) → W i k = 0) {j : ι} (m : ℕ) (i : ι)
    (hm : m * r < dist (x i) (x j)) : (strength W ^ m) i j = 0 := by
  induction m generalizing i with
  | zero =>
    have hij : i ≠ j := by
      rintro rfl
      simp at hm
    rw [pow_zero, Matrix.one_apply_ne hij]
  | succ m ih =>
    rw [pow_succ', Matrix.mul_apply]
    refine Finset.sum_eq_zero fun k _ => ?_
    by_cases hk : r < dist (x i) (x k)
    · have h0 : strength W i k = 0 := by simp [strength, hcut i k hk]
      rw [h0, zero_mul]
    · have hkj : m * r < dist (x k) (x j) := by
        push_cast at hm
        linarith [dist_triangle (x i) (x k) (x j), not_lt.1 hk]
      rw [ih k hkj, mul_zero]

/-- Decay with distance: let the activation be 1-Lipschitz, the absolute row sums at most `c`,
`0 ≤ c < 1`, and the couplings zero beyond a cutoff `r ≥ 0`. Then a bias change `δ` at an atom more
than `n` cutoffs away moves an equilibrium feature by at most `c ^ (n + 1) * |δ| / (1 - c)`. -/
theorem response_le_of_cutoff {X : Type*} [PseudoMetricSpace X] {x : ι → X} {r : ℝ} (hr : 0 ≤ r)
    (hcut : ∀ i k, r < dist (x i) (x k) → W i k = 0)
    (hσ : ∀ x y, |σ x - σ y| ≤ |x - y|) (hc0 : 0 ≤ c) (hc1 : c < 1)
    (hW : ∀ i, ∑ k, |W i k| ≤ c) {b h h' : ι → ℝ} {i j : ι} {δ : ℝ}
    (eh : IsEquilibrium σ W b h) (eh' : IsEquilibrium σ W (b + Pi.single j δ) h')
    {n : ℕ} (hn : n * r < dist (x i) (x j)) :
    |h' i - h i| ≤ c ^ (n + 1) * |δ| / (1 - c) := by
  refine response_le hσ hc0 hc1 hW eh eh' fun m hm => walk_eq_zero hcut m i ?_
  have hmn : (m : ℝ) ≤ n := by exact_mod_cast Nat.lt_succ_iff.1 hm
  exact (mul_le_mul_of_nonneg_right hmn hr).trans_lt hn

/-- The site that site `i` of a chain listens to: its predecessor, or itself for site `0`. -/
def upstream {N : ℕ} (i : Fin (N + 1)) : Fin (N + 1) :=
  ⟨i - 1, lt_of_le_of_lt (Nat.sub_le _ _) i.isLt⟩

/-- The one-way chain in which each site receives its upstream feature with weight `c`. -/
def chain (c : ℝ) (N : ℕ) : Matrix (Fin (N + 1)) (Fin (N + 1)) ℝ :=
  fun i k => if k = upstream i then c else 0

/-- The locality bound is sharp for every `N` and `0 ≤ c < 1`: the chain has absolute row sums `c`
and no walk shorter than `N` from site `0` to site `N`, and with the identity as activation the
response of site `N` to a bias change `δ` at site `0` equals the bound. -/
theorem response_sharp (hc0 : 0 ≤ c) (hc1 : c < 1) (N : ℕ) (δ : ℝ) :
    (∀ i, ∑ k, |chain c N i k| = c) ∧
    (∀ m < N, (strength (chain c N) ^ m) (Fin.last N) 0 = 0) ∧
    ∀ b h h' : Fin (N + 1) → ℝ, IsEquilibrium id (chain c N) b h →
      IsEquilibrium id (chain c N) (b + Pi.single 0 δ) h' →
      |h' (Fin.last N) - h (Fin.last N)| = c ^ N * |δ| / (1 - c) := by
  have hpos : 0 < 1 - c := by linarith
  refine ⟨fun i => ?_, fun m hm => ?_, fun b h h' eh eh' => ?_⟩
  · simp [chain, apply_ite abs, abs_of_nonneg hc0]
  · -- place the sites at integer positions, with cutoff one
    refine walk_eq_zero (x := fun i : Fin (N + 1) => ((i : ℕ) : ℝ)) (r := 1) ?_ m _ ?_
    · intro i k hik
      refine if_neg ?_
      rintro rfl
      refine absurd hik (not_lt.2 ?_)
      obtain ⟨i, hi⟩ := i
      cases i with
      | zero => simp [upstream]
      | succ n => simp [upstream]
    · simpa [Real.dist_eq] using hm
  · have key : ∀ b h : Fin (N + 1) → ℝ, IsEquilibrium id (chain c N) b h →
        ∀ i, h i = c * h (upstream i) + b i := by
      intro b h eh i
      have e := congrFun eh i
      simpa [messageStep, chain, Matrix.mulVec, dotProduct] using e.symm
    -- the response is `δ / (1 - c)` at site `0` and gains a factor `c` at each further site
    have hd : ∀ (k : ℕ) (hk : k < N + 1),
        h' ⟨k, hk⟩ - h ⟨k, hk⟩ = c ^ k * (δ / (1 - c)) := by
      intro k
      induction k with
      | zero =>
        intro hk
        have a' := key _ _ eh' ⟨0, hk⟩
        have a := key _ _ eh ⟨0, hk⟩
        have s : (b + Pi.single 0 δ : Fin (N + 1) → ℝ) ⟨0, hk⟩ = b ⟨0, hk⟩ + δ := by simp
        rw [show upstream ⟨0, hk⟩ = ⟨0, hk⟩ from rfl] at a a'
        rw [s] at a'
        rw [pow_zero, one_mul, eq_div_iff hpos.ne']
        linear_combination a' - a
      | succ k ih =>
        intro hk
        have a' := key _ _ eh' ⟨k + 1, hk⟩
        have a := key _ _ eh ⟨k + 1, hk⟩
        have s : (b + Pi.single 0 δ : Fin (N + 1) → ℝ) ⟨k + 1, hk⟩ = b ⟨k + 1, hk⟩ := by
          simp [Fin.ext_iff]
        rw [show upstream ⟨k + 1, hk⟩ = ⟨k, Nat.lt_of_succ_lt hk⟩ from rfl] at a a'
        rw [s] at a'
        linear_combination a' - a + c * ih (Nat.lt_of_succ_lt hk)
    have e : h' (Fin.last N) - h (Fin.last N) = c ^ N * (δ / (1 - c)) :=
      hd N (Nat.lt_succ_self N)
    rw [e, abs_mul, abs_div, abs_of_nonneg (pow_nonneg hc0 N), abs_of_pos hpos, mul_div_assoc]

end ImplicitMessagePassing
```

```lean
#print axioms ImplicitMessagePassing.existsUnique_equilibrium
-- 'ImplicitMessagePassing.existsUnique_equilibrium' depends on axioms: [propext, Classical.choice, Quot.sound]
#print axioms ImplicitMessagePassing.response_le
-- 'ImplicitMessagePassing.response_le' depends on axioms: [propext, Classical.choice, Quot.sound]
#print axioms ImplicitMessagePassing.response_le_of_cutoff
-- 'ImplicitMessagePassing.response_le_of_cutoff' depends on axioms: [propext, Classical.choice, Quot.sound]
#print axioms ImplicitMessagePassing.response_sharp
-- 'ImplicitMessagePassing.response_sharp' depends on axioms: [propext, Classical.choice, Quot.sound]
```

`step_sub_le` proves the estimate behind (1) for arbitrary inputs, and `row_le` turns a row sum into a factor $c$. Together they give the contraction in `existsUnique_equilibrium`, where `dist_pi_le_iff` reduces the maximum norm to single atoms and Mathlib's `ContractingWith` provides the fixed point. In `equilibrium_dist_le`, `key` is the inequality $D \le cD+B$.

The induction in `response_le_walks` generalises over `i`, because the step needs the bound at every neighbour `k`. There `h2` inserts that bound, `h3` handles the remainder and `h4` lengthens the walks. `Finset.sum_range_succ'` splits off the $m=0$ term, and `linarith` combines the inequalities. `response_le` then deletes the vanishing sum.

`walk_eq_zero` is an induction on the number of couplings. Either `i` and `k` are farther apart than the cutoff and their coupling is zero, or the triangle inequality leaves a distance too long for the remaining steps. `response_le_of_cutoff` applies this to every `m < n + 1`.

For the chain, `response_sharp` places the sites at integer positions with cutoff one and applies `walk_eq_zero` again. Its `key` extracts the recursion for the features, and `hd` solves it for the response by induction along the chain.
